# Spectral projectors below m converge with finite Hermitian matrices if m is not an eigenvalue of the limit

## The orbitals keep rotating, so why should the density matrix settle?

I build a one-particle density matrix by diagonalising a Hamiltonian matrix and filling every orbital below a fixed chemical potential \(m\). As I tighten the integral thresholds, the matrices \(H_k\) converge to some \(H\). The orbitals don't: phases jump, and nearly degenerate occupied orbitals mix differently at each step. Can I still trust the density matrix to converge? And must I check that each \(H_k\) has a gap at \(m\)?

## A gap of the limit matrix at m is enough

Yes, you can, provided that \(m\) is not an eigenvalue of \(H\); the \(H_k\) need no gap condition. In an orthonormal basis, with one electron per filled orbital, the density matrix is the orthogonal projector onto the occupied space, and rotations within that space leave it unchanged.

Write \(H=U\,\mathrm{diag}(e_i)\,U^\dagger\), with eigenvectors \(u_i\) as the columns of \(U\). Set \(p_i=1\) if \(e_i<m\) and \(p_i=0\) otherwise. Then \(P=U\,\mathrm{diag}(p_i)\,U^\dagger\) is Hermitian and idempotent, and its range is spanned by the filled \(u_i\). If \(Hv=cv\), then \((e_i-c)\langle u_i,v\rangle=0\), so \(v\) has components only on levels equal to \(c\). Hence \(Pv=v\) when \(c<m\), and the range contains every eigenvector below \(m\).

This projector is unique. If \(P'\) is another with the same range, then \(P'P=P\) and \(PP'=P'\), so \(P=P^\dagger=(P'P)^\dagger=PP'=P'\).

Let \(K\) be another Hermitian matrix, with eigenvectors \(v_j\), levels \(f_j\), occupations \(q_j\) and projector \(Q\). Then

\[
\langle u_i,(K-H)v_j\rangle=(f_j-e_i)\langle u_i,v_j\rangle,\qquad
\langle u_i,(Q-P)v_j\rangle=(q_j-p_i)\langle u_i,v_j\rangle .
\]

Let \(d=\min_i|e_i-m|\), which is positive because no level equals \(m\) and there are finitely many levels. If \(q_j\neq p_i\), then \(m\) separates \(e_i\) from \(f_j\) (possibly with \(f_j=m\)), so \(|f_j-e_i|\ge|e_i-m|\ge d\). In every case \(d^2|q_j-p_i|^2\le|f_j-e_i|^2\). Multiply by \(|\langle u_i,v_j\rangle|^2\) and sum. The squared Frobenius norm \(\|A\|^2=\mathrm{tr}\,A^\dagger A\) is the same between any two orthonormal bases, so

\[
d^2\|Q-P\|^2\le\|K-H\|^2 .
\]

With \(K=H_k\), the right side tends to zero, and therefore \(P_k\to P\).

For example, take \(m=0\) and

\[
H=\begin{pmatrix}-1&0\\0&1\end{pmatrix},\quad
K=\begin{pmatrix}-1&0.75\\0.75&1\end{pmatrix},\quad
P=\begin{pmatrix}1&0\\0&0\end{pmatrix},\quad
Q=\begin{pmatrix}0.9&-0.3\\-0.3&0.1\end{pmatrix}.
\]

The levels of \(K\) are \(\pm1.25\), and \(d=1\). The bound reads \(0.2\le1.125\).

The condition on \(m\) matters already for a single level. If \(H=(m)\), the level is empty, but in \(H_k=(m-\tfrac1{k+1})\) it is filled for every \(k\). In any dimension, if \(Hv=mv\) with \(v\ne0\), the shifted matrices \(H-\tfrac1{k+1}\) give \(P_kv=v\) while \(Pv=0\), so \(P_k\not\to P\).

In the Lean file, `IsProjectorBelow H m P` says that `P` is Hermitian and idempotent, with range equal to the span of eigenvectors with real eigenvalue strictly below `m`. In `tendsto_projector`, `Hk k` and `Pk k` are \(H_k\) and \(P_k\), `Tendsto` means entrywise convergence, and `hm` says that \(Hv=mv\) forces \(v=0\). Only the `Hk k` are assumed Hermitian; `H` inherits this as their limit.

The model is a finite, non-interacting problem in an orthonormal basis with fixed \(m\). That your Hamiltonian matrices converge at all is a hypothesis, to be justified separately for your thresholds.

```lean
import Mathlib

open Matrix Filter Topology

namespace SpectralProjectorContinuity

variable {n : Type*} [Fintype n]

/-- `P` is the orthogonal projector onto the span of the eigenvectors of `H` with real
eigenvalue below `m`. -/
structure IsProjectorBelow (H : Matrix n n ℂ) (m : ℝ) (P : Matrix n n ℂ) : Prop where
  hermitian : P.IsHermitian
  idempotent : P * P = P
  range_eq : LinearMap.range P.mulVecLin =
    Submodule.span ℂ {v | ∃ c : ℝ, c < m ∧ H *ᵥ v = (c : ℂ) • v}

/-- The squared Frobenius norm, the sum of the squared moduli of all entries. -/
noncomputable def frobSq (A : Matrix n n ℂ) : ℝ := ∑ i, ∑ j, ‖A i j‖ ^ 2

variable [DecidableEq n]

/-- The unitary `U` diagonalises `H`, with real levels `e`. -/
structure Diagonalizes (H U : Matrix n n ℂ) (e : n → ℝ) : Prop where
  unitary : Uᴴ * U = 1
  eq : H = U * diagonal (fun i => (e i : ℂ)) * Uᴴ

/-- The matrix that fills the columns of `U` whose level lies below `m`. -/
noncomputable def levelProjector (U : Matrix n n ℂ) (e : n → ℝ) (m : ℝ) : Matrix n n ℂ :=
  U * diagonal (fun i => if e i < m then (1 : ℂ) else 0) * Uᴴ

variable {H K P Q U V : Matrix n n ℂ} {e : n → ℝ} {m : ℝ}

/-- Every Hermitian matrix is diagonalised by a unitary, with real levels. -/
theorem exists_diagonalizes (hH : H.IsHermitian) : ∃ U e, Diagonalizes H U e := by
  have h := hH.spectral_theorem
  rw [Unitary.conjStarAlgAut_apply] at h
  exact ⟨hH.eigenvectorUnitary, hH.eigenvalues,
    Unitary.coe_star_mul_self hH.eigenvectorUnitary, h⟩

/-- Each column of the diagonalising unitary is a nonzero eigenvector for its level. -/
theorem column_eigenvector (hD : Diagonalizes H U e) (i : n) :
    U *ᵥ Pi.single i (1 : ℂ) ≠ 0 ∧
      H *ᵥ (U *ᵥ Pi.single i (1 : ℂ)) = (e i : ℂ) • (U *ᵥ Pi.single i (1 : ℂ)) := by
  constructor
  · intro h0
    have h1 : (Pi.single i (1 : ℂ) : n → ℂ) = 0 := by
      rw [← one_mulVec (Pi.single i (1 : ℂ) : n → ℂ), ← hD.unitary, ← mulVec_mulVec, h0,
        mulVec_zero]
    have h2 := congrFun h1 i
    simp at h2
  · have hHU : H * U = U * diagonal (fun i => (e i : ℂ)) := by
      rw [hD.eq, mul_assoc, hD.unitary, mul_one]
    have hs : diagonal (fun i => (e i : ℂ)) *ᵥ Pi.single i (1 : ℂ)
        = (e i : ℂ) • (Pi.single i (1 : ℂ) : n → ℂ) := by
      funext j
      rw [mulVec_diagonal, Pi.smul_apply, smul_eq_mul]
      by_cases h : j = i
      · rw [h]
      · simp [h]
    rw [mulVec_mulVec, hHU, ← mulVec_mulVec, hs, mulVec_smul]

/-- If `U` diagonalises `H` with levels `e`, an eigenvector of `H` with real eigenvalue `c` has
components only along columns of `U` whose level is `c`. -/
theorem component_eq_zero_or (hD : Diagonalizes H U e) {c : ℝ} {v : n → ℂ}
    (hv : H *ᵥ v = (c : ℂ) • v) (i : n) : (Uᴴ *ᵥ v) i = 0 ∨ e i = c := by
  have hUH : Uᴴ * H = diagonal (fun i => (e i : ℂ)) * Uᴴ := by
    rw [hD.eq, ← mul_assoc, ← mul_assoc, hD.unitary, one_mul]
  have h1 : (diagonal (fun i => (e i : ℂ)) *ᵥ (Uᴴ *ᵥ v)) i = (c : ℂ) * (Uᴴ *ᵥ v) i := by
    rw [mulVec_mulVec, ← hUH, ← mulVec_mulVec, hv, mulVec_smul, Pi.smul_apply, smul_eq_mul]
  rw [mulVec_diagonal] at h1
  by_cases hw : (Uᴴ *ᵥ v) i = 0
  · exact Or.inl hw
  · exact Or.inr (Complex.ofReal_injective (mul_right_cancel₀ hw h1))

/-- If `U` diagonalises `H` with levels `e`, the level projector keeps eigenvectors of `H` with real
eigenvalue below `m` and annihilates those with real eigenvalue at or above `m`. -/
theorem levelProjector_mulVec (hD : Diagonalizes H U e) {c : ℝ} {v : n → ℂ}
    (hv : H *ᵥ v = (c : ℂ) • v) :
    levelProjector U e m *ᵥ v = (if c < m then (1 : ℂ) else 0) • v := by
  have key : diagonal (fun i => if e i < m then (1 : ℂ) else 0) *ᵥ (Uᴴ *ᵥ v)
      = (if c < m then (1 : ℂ) else 0) • (Uᴴ *ᵥ v) := by
    funext i
    rw [mulVec_diagonal, Pi.smul_apply, smul_eq_mul]
    rcases component_eq_zero_or hD hv i with h | h
    · rw [h, mul_zero, mul_zero]
    · rw [h]
  rw [levelProjector, ← mulVec_mulVec, ← mulVec_mulVec, key, mulVec_smul, mulVec_mulVec,
    _root_.mul_eq_one_comm.mp hD.unitary, one_mulVec]

/-- If `U` diagonalises `H` with levels `e`, filling the levels below `m` gives the orthogonal
projector onto the span of the eigenvectors of `H` with eigenvalue below `m`. -/
theorem isProjectorBelow_levelProjector (hD : Diagonalizes H U e) (m : ℝ) :
    IsProjectorBelow H m (levelProjector U e m) := by
  refine ⟨?_, ?_, le_antisymm ?_ (Submodule.span_le.mpr ?_)⟩
  · have hd : (diagonal (fun i => if e i < m then (1 : ℂ) else 0))ᴴ
        = diagonal (fun i => if e i < m then (1 : ℂ) else 0) := by
      rw [diagonal_conjTranspose]
      congr 1
      funext i
      by_cases h : e i < m <;> simp [h]
    unfold Matrix.IsHermitian levelProjector
    rw [conjTranspose_mul, conjTranspose_mul, conjTranspose_conjTranspose, hd, mul_assoc]
  · have hdd : diagonal (fun i => if e i < m then (1 : ℂ) else 0)
        * diagonal (fun i => if e i < m then (1 : ℂ) else 0)
        = diagonal (fun i => if e i < m then (1 : ℂ) else 0) := by
      rw [diagonal_mul_diagonal]
      congr 1
      funext i
      by_cases h : e i < m <;> simp [h]
    unfold levelProjector
    generalize diagonal (fun i => if e i < m then (1 : ℂ) else 0) = D at hdd ⊢
    calc U * D * Uᴴ * (U * D * Uᴴ) = U * (D * (Uᴴ * U) * D) * Uᴴ := by
          simp only [mul_assoc]
      _ = U * D * Uᴴ := by rw [hD.unitary, mul_one, hdd]
  · -- an image vector is a combination of the filled columns
    rintro _ ⟨x, rfl⟩
    have hx : (levelProjector U e m).mulVecLin x = ∑ i,
        ((if e i < m then (1 : ℂ) else 0) * (Uᴴ *ᵥ x) i) • (U *ᵥ Pi.single i (1 : ℂ)) := by
      rw [mulVecLin_apply, levelProjector, ← mulVec_mulVec, ← mulVec_mulVec]
      funext j
      rw [Finset.sum_apply]
      refine Finset.sum_congr rfl fun i _ => ?_
      rw [mulVec_diagonal, Pi.smul_apply, smul_eq_mul, mulVec_single_one]
      exact mul_comm _ _
    rw [hx]
    refine Submodule.sum_mem _ fun i _ => ?_
    by_cases h : e i < m
    · exact Submodule.smul_mem _ _
        (Submodule.subset_span ⟨e i, h, (column_eigenvector hD i).2⟩)
    · simp [h]
  · rintro v ⟨c, hc, hv⟩
    refine ⟨v, ?_⟩
    rw [mulVecLin_apply, levelProjector_mulVec hD hv, if_pos hc, one_smul]

omit [DecidableEq n] in
/-- The orthogonal projector onto the eigenvectors below `m` is unique. -/
theorem IsProjectorBelow.unique (hP : IsProjectorBelow H m P) (hQ : IsProjectorBelow H m Q) :
    P = Q := by
  classical
  -- each projector acts as the identity on the common range
  have absorb : ∀ {A B : Matrix n n ℂ}, IsProjectorBelow H m A → IsProjectorBelow H m B →
      A * B = B := by
    intro A B hA hB
    refine Matrix.toLin'.injective (LinearMap.ext fun x => ?_)
    have hx : B *ᵥ x ∈ LinearMap.range A.mulVecLin := by
      rw [hA.range_eq, ← hB.range_eq]
      exact ⟨x, rfl⟩
    obtain ⟨y, hy⟩ := hx
    rw [mulVecLin_apply] at hy
    rw [toLin'_apply, toLin'_apply, ← mulVec_mulVec, ← hy, mulVec_mulVec, hA.idempotent]
  calc P = Q * P := (absorb hQ hP).symm
    _ = (P * Q)ᴴ := by rw [conjTranspose_mul, hP.hermitian.eq, hQ.hermitian.eq]
    _ = Q := by rw [absorb hP hQ, hQ.hermitian.eq]

/-- The Frobenius norm is the same between any two orthonormal bases. -/
theorem frobSq_unitary (hU : Uᴴ * U = 1) (hV : Vᴴ * V = 1) (A : Matrix n n ℂ) :
    frobSq (Uᴴ * A * V) = frobSq A := by
  have htr : ∀ B : Matrix n n ℂ, (frobSq B : ℂ) = trace (Bᴴ * B) := by
    intro B
    simp only [frobSq, trace, diag_apply, mul_apply, conjTranspose_apply]
    push_cast
    rw [Finset.sum_comm]
    exact Finset.sum_congr rfl fun i _ => Finset.sum_congr rfl fun j _ =>
      (Complex.conj_mul' _).symm
  have h : (Uᴴ * A * V)ᴴ * (Uᴴ * A * V) = Vᴴ * (Aᴴ * (U * Uᴴ) * A) * V := by
    simp only [conjTranspose_mul, conjTranspose_conjTranspose, mul_assoc]
  apply Complex.ofReal_injective
  rw [htr, htr, h, _root_.mul_eq_one_comm.mp hU, mul_one, trace_mul_comm, ← mul_assoc,
    _root_.mul_eq_one_comm.mp hV, one_mul]

/-- If every eigenvalue of the Hermitian matrix `H` is at least `d ≥ 0` away from `m`, then for
every Hermitian matrix `K`, `d` times the Frobenius norm of the difference between the projectors of
`K` and `H` below `m` is at most the Frobenius norm of `K - H`, stated here in squared form. -/
theorem gap_bound {d : ℝ} (hH : H.IsHermitian) (hK : K.IsHermitian)
    (hP : IsProjectorBelow H m P) (hQ : IsProjectorBelow K m Q) (hd : 0 ≤ d)
    (gap : ∀ (c : ℝ) (v : n → ℂ), v ≠ 0 → H *ᵥ v = (c : ℂ) • v → d ≤ |c - m|) :
    d ^ 2 * frobSq (Q - P) ≤ frobSq (K - H) := by
  obtain ⟨U, e, hU⟩ := exists_diagonalizes hH
  obtain ⟨V, f, hV⟩ := exists_diagonalizes hK
  -- matrix elements between the two eigenbases
  have diff : ∀ (a b : n → ℂ) (i j : n),
      (Uᴴ * (V * diagonal b * Vᴴ - U * diagonal a * Uᴴ) * V) i j
        = (b j - a i) * (Uᴴ * V) i j := by
    intro a b i j
    have h : Uᴴ * (V * diagonal b * Vᴴ - U * diagonal a * Uᴴ) * V
        = Uᴴ * V * diagonal b - diagonal a * (Uᴴ * V) := by
      calc _ = Uᴴ * V * diagonal b * (Vᴴ * V) - Uᴴ * U * diagonal a * (Uᴴ * V) := by
            simp only [mul_sub, sub_mul, mul_assoc]
        _ = _ := by rw [hV.unitary, hU.unitary, mul_one, one_mul]
    rw [h, Matrix.sub_apply, mul_diagonal, diagonal_mul]
    ring
  rw [← frobSq_unitary hU.unitary hV.unitary (Q - P),
    ← frobSq_unitary hU.unitary hV.unitary (K - H)]
  unfold frobSq
  rw [Finset.mul_sum]
  refine Finset.sum_le_sum fun i _ => ?_
  rw [Finset.mul_sum]
  refine Finset.sum_le_sum fun j _ => ?_
  have h1 : (Uᴴ * (Q - P) * V) i j = ((if f j < m then (1 : ℂ) else 0)
      - (if e i < m then (1 : ℂ) else 0)) * (Uᴴ * V) i j := by
    rw [hP.unique (isProjectorBelow_levelProjector hU m),
      hQ.unique (isProjectorBelow_levelProjector hV m)]
    exact diff _ _ i j
  have h2 : (Uᴴ * (K - H) * V) i j = ((f j : ℂ) - (e i : ℂ)) * (Uᴴ * V) i j := by
    rw [hV.eq, hU.eq]
    exact diff _ _ i j
  rw [h1, h2, norm_mul, norm_mul, mul_pow, mul_pow, ← mul_assoc]
  refine mul_le_mul_of_nonneg_right ?_ (sq_nonneg _)
  rw [← Complex.ofReal_sub, Complex.norm_real, Real.norm_eq_abs, sq_abs]
  have hg := gap (e i) _ (column_eigenvector hU i).1 (column_eigenvector hU i).2
  -- occupations differ only across the gap
  have hs : ‖(if f j < m then (1 : ℂ) else 0) - (if e i < m then (1 : ℂ) else 0)‖ = 0 ∨
      ‖(if f j < m then (1 : ℂ) else 0) - (if e i < m then (1 : ℂ) else 0)‖ = 1 ∧
        d ≤ |f j - e i| := by
    by_cases hi : e i < m <;> by_cases hj : f j < m
    · left; simp [hi, hj]
    · right
      rw [abs_of_neg (by linarith)] at hg
      exact ⟨by simp [hi, hj], le_trans (by linarith) (le_abs_self _)⟩
    · right
      rw [abs_of_nonneg (by linarith)] at hg
      exact ⟨by simp [hi, hj], le_trans (by linarith) (neg_le_abs _)⟩
    · left; simp [hi, hj]
  rcases hs with h | ⟨h, h'⟩
  · rw [h]
    nlinarith [sq_nonneg (f j - e i)]
  · have h3 := pow_le_pow_left₀ hd h' 2
    rw [sq_abs] at h3
    rw [h]
    linarith

omit [DecidableEq n] in
/-- If Hermitian matrices `Hk` converge to `H` and `m` is not an eigenvalue of `H`, then the
orthogonal projectors onto the eigenvectors of `Hk` below `m` converge to that of `H`. -/
theorem tendsto_projector {Hk Pk : ℕ → Matrix n n ℂ} (hHk : ∀ k, (Hk k).IsHermitian)
    (hlim : Tendsto Hk atTop (𝓝 H)) (hm : ∀ v : n → ℂ, H *ᵥ v = (m : ℂ) • v → v = 0)
    (hPk : ∀ k, IsProjectorBelow (Hk k) m (Pk k)) (hP : IsProjectorBelow H m P) :
    Tendsto Pk atTop (𝓝 P) := by
  classical
  have hH : H.IsHermitian := tendsto_nhds_unique
    ((continuous_id.matrix_conjTranspose.tendsto H).comp hlim)
    (hlim.congr fun k => (hHk k).eq.symm)
  obtain ⟨U, e, hU⟩ := exists_diagonalizes hH
  have hne : ∀ i, e i ≠ m := by
    intro i h
    have h2 := (column_eigenvector hU i).2
    rw [h] at h2
    exact (column_eigenvector hU i).1 (hm _ h2)
  -- finitely many levels leave a positive gap around `m`
  obtain ⟨d, hd, hde⟩ : ∃ d : ℝ, 0 < d ∧ ∀ i, d ≤ |e i - m| := by
    rcases isEmpty_or_nonempty n with h | h
    · exact ⟨1, one_pos, fun i => isEmptyElim i⟩
    · obtain ⟨i₀, h₀⟩ := Finite.exists_min (fun i => |e i - m|)
      exact ⟨_, abs_pos.mpr (sub_ne_zero.mpr (hne i₀)), h₀⟩
  have gap : ∀ (c : ℝ) (v : n → ℂ), v ≠ 0 → H *ᵥ v = (c : ℂ) • v → d ≤ |c - m| := by
    intro c v hv0 hv
    by_contra hc
    have hw : Uᴴ *ᵥ v = 0 := by
      funext i
      rcases component_eq_zero_or hU hv i with h | h
      · exact h
      · exact absurd (h ▸ hde i) hc
    apply hv0
    rw [← one_mulVec v, ← _root_.mul_eq_one_comm.mp hU.unitary, ← mulVec_mulVec, hw,
      mulVec_zero]
  have hc : Continuous (fun A : Matrix n n ℂ => frobSq (A - H) / d ^ 2) :=
    Continuous.div_const (continuous_finsetSum _ fun i _ => continuous_finsetSum _ fun j _ =>
      ((continuous_id.sub continuous_const).matrix_elem i j).norm.pow 2) _
  have h0 : Tendsto (fun k => frobSq (Hk k - H) / d ^ 2) atTop
      (𝓝 (frobSq (H - H) / d ^ 2)) := (hc.tendsto H).comp hlim
  have hz : frobSq (H - H) / d ^ 2 = 0 := by simp [frobSq]
  rw [hz] at h0
  have h1 := h0.sqrt
  rw [Real.sqrt_zero] at h1
  -- each entry is controlled by the gap bound
  refine tendsto_pi_nhds.mpr fun i => tendsto_pi_nhds.mpr fun j => ?_
  rw [tendsto_iff_norm_sub_tendsto_zero]
  refine squeeze_zero (fun _ => norm_nonneg _)
    (fun k => (le_abs_self _).trans (Real.abs_le_sqrt ?_)) h1
  calc ‖(Pk k - P) i j‖ ^ 2 ≤ ∑ j', ‖(Pk k - P) i j'‖ ^ 2 :=
        Finset.single_le_sum (f := fun j' => ‖(Pk k - P) i j'‖ ^ 2)
          (fun _ _ => sq_nonneg _) (Finset.mem_univ j)
    _ ≤ frobSq (Pk k - P) :=
        Finset.single_le_sum (f := fun i' => ∑ j', ‖(Pk k - P) i' j'‖ ^ 2)
          (fun _ _ => Finset.sum_nonneg fun _ _ => sq_nonneg _) (Finset.mem_univ i)
    _ ≤ frobSq (Hk k - H) / d ^ 2 := by
        rw [le_div_iff₀ (by positivity), mul_comm]
        exact gap_bound hH (hHk k) hP (hPk k) hd.le gap

/-- If `m` is an eigenvalue of the Hermitian matrix `H`, the shifted matrices `H - 1/(k+1)`
converge to `H`, but their projectors below `m` do not converge to that of `H`. -/
theorem not_tendsto_of_eigenvalue {Pk : ℕ → Matrix n n ℂ} {v : n → ℂ} (hH : H.IsHermitian)
    (hv0 : v ≠ 0) (hv : H *ᵥ v = (m : ℂ) • v) (hP : IsProjectorBelow H m P)
    (hPk : ∀ k : ℕ, IsProjectorBelow (H - ((1 / ((k : ℝ) + 1) : ℝ) : ℂ) • 1) m (Pk k)) :
    Tendsto (fun k : ℕ => H - ((1 / ((k : ℝ) + 1) : ℝ) : ℂ) • (1 : Matrix n n ℂ)) atTop (𝓝 H)
      ∧ ¬ Tendsto Pk atTop (𝓝 P) := by
  constructor
  · have hc : Continuous (fun t : ℝ => H - (t : ℂ) • (1 : Matrix n n ℂ)) :=
      continuous_const.sub (Complex.continuous_ofReal.smul continuous_const)
    have h := hc.tendsto 0
    simp only [Complex.ofReal_zero, zero_smul, sub_zero] at h
    exact h.comp (tendsto_one_div_add_atTop_nhds_zero_nat (𝕜 := ℝ))
  · intro h
    obtain ⟨U, e, hU⟩ := exists_diagonalizes hH
    have hPv : P *ᵥ v = 0 := by
      rw [hP.unique (isProjectorBelow_levelProjector hU m), levelProjector_mulVec hU hv,
        if_neg (lt_irrefl m), zero_smul]
    -- the shift pushes the level at `m` below the threshold
    have hkv : ∀ k, v = Pk k *ᵥ v := by
      intro k
      have hpos : (0 : ℝ) < 1 / ((k : ℝ) + 1) := by positivity
      have hmem : v ∈ LinearMap.range (Pk k).mulVecLin := by
        rw [(hPk k).range_eq]
        refine Submodule.subset_span ⟨m - 1 / ((k : ℝ) + 1), by linarith, ?_⟩
        rw [sub_mulVec, smul_mulVec, one_mulVec, hv, Complex.ofReal_sub, sub_smul]
      obtain ⟨y, hy⟩ := hmem
      rw [mulVecLin_apply] at hy
      rw [← hy, mulVec_mulVec, (hPk k).idempotent]
    have hl : Tendsto (fun k => Pk k *ᵥ v) atTop (𝓝 (P *ᵥ v)) :=
      ((continuous_id.matrix_mulVec continuous_const).tendsto P).comp h
    have hvP : v = P *ᵥ v := tendsto_nhds_unique (tendsto_const_nhds.congr hkv) hl
    exact hv0 (hvP.trans hPv)

end SpectralProjectorContinuity
```

```lean
#print axioms SpectralProjectorContinuity.tendsto_projector
#print axioms SpectralProjectorContinuity.not_tendsto_of_eigenvalue
```

```
'SpectralProjectorContinuity.tendsto_projector' depends on axioms: [propext, Classical.choice, Quot.sound]
'SpectralProjectorContinuity.not_tendsto_of_eigenvalue' depends on axioms: [propext, Classical.choice, Quot.sound]
```

`exists_diagonalizes` supplies \(U\) and the levels. `column_eigenvector` and `component_eq_zero_or` give the facts about eigenvectors from which `isProjectorBelow_levelProjector` identifies \(P\), and `IsProjectorBelow.unique` is the adjoint argument.

In `gap_bound`, `diff` computes both sets of matrix elements, `hs` checks the four combinations of occupations, and `frobSq_unitary` lets both norms be written as sums over these elements. There `d` may be any nonnegative lower bound on the distance from `m` to the eigenvalues of `H`.

`tendsto_projector` finds the smallest distance with `Finite.exists_min`, then squeezes each entry of \(P_k-P\) under \(\|H_k-H\|/d\). `not_tendsto_of_eigenvalue` carries out the shift argument, using uniqueness of limits to reach \(v=Pv=0\).
